# An invariant vector at which the energy is stationary among invariant vectors is an eigenvector of a Hermitian matrix that commutes with the symmetry

A variational calculation that ranges over all symmetric vectors tests the energy for stationarity along symmetric directions, not along all directions, and the question is whether the result is an eigenvector on the full space. The energy is a real function of complex amplitudes, so "stationary" needs a definition: here it means that the energy has zero derivative at \(t=0\) along every line \(x+tv\), with \(t\) real and \(v\) symmetric.

## From restricted stationarity to an eigenvector

Let \(H\) be a Hermitian matrix, and let a group act by matrices \(U(g)\) with \(U(g)H=HU(g)\). A vector \(x\) is invariant if \(U(g)x=x\) for all \(g\). Write \(\langle v,w\rangle=\sum_i \overline{v_i}\,w_i\), and for \(x\neq0\) set

\[
R(x)=\frac{\langle x,Hx\rangle}{\langle x,x\rangle},\qquad r=Hx-R(x)x .
\]

The claim is that, for a nonzero invariant \(x\), \(R\) is stationary at \(x\) along all invariant directions if and only if \(Hx=R(x)x\).

Since \(H\) is Hermitian, \(\langle x,Hv\rangle=\overline{\langle v,Hx\rangle}\). The numerator and denominator of \(R(x+tv)\) are therefore

\[
N(t)=\langle x,Hx\rangle+2t\,\mathrm{Re}\langle v,Hx\rangle+t^2\langle v,Hv\rangle,
\]
\[
D(t)=\langle x,x\rangle+2t\,\mathrm{Re}\langle v,x\rangle+t^2\langle v,v\rangle .
\]

The quotient rule and \(N(0)=R(x)D(0)\) give

\[
\frac{d}{dt}R(x+tv)\Big|_{t=0}
=\frac{2\,\mathrm{Re}\langle v,Hx\rangle-2R(x)\,\mathrm{Re}\langle v,x\rangle}{\langle x,x\rangle}
=\frac{2\,\mathrm{Re}\langle v,r\rangle}{\langle x,x\rangle}.
\]

Stationarity thus says that \(\mathrm{Re}\langle v,r\rangle=0\) for every invariant \(v\). The vector \(iv\) is invariant too, and \(\mathrm{Re}\langle iv,r\rangle=\mathrm{Im}\langle v,r\rangle\), so the whole overlap \(\langle v,r\rangle\) vanishes.

The residual is itself invariant:

\[
U(g)r=HU(g)x-R(x)U(g)x=Hx-R(x)x=r .
\]

Taking \(v=r\) gives \(\langle r,r\rangle=0\), hence \(r=0\) and \(Hx=R(x)x\). Conversely, if \(Hx=R(x)x\), then \(r=0\) and the slope vanishes in every direction.

In electronic structure, the result applies to a configuration-interaction matrix whose configurations span a space closed under the symmetry operations of the Hamiltonian: an eigenvector found in its totally symmetric block is an eigenvector of the whole matrix, within the same finite orthonormal basis. It need not be the ground state.

## Vectors, energy and symmetry in Lean

The finite type `n` labels an orthonormal basis, and `G` is any group, finite or not.

```lean
import Mathlib

open Matrix

namespace SymmetricCriticality

noncomputable section

variable {n G : Type*} [Fintype n] [DecidableEq n] [Group G]
```

The expression `star x ⬝ᵥ y` is \(\langle x,y\rangle\), and `*ᵥ` applies a matrix to a vector. Taking real parts makes `rayleigh` a real number; for Hermitian `H` this discards nothing.

```lean
/-- The Rayleigh quotient `⟨x, H x⟩ / ⟨x, x⟩` (its real part), for nonzero `x`. -/
def rayleigh (H : Matrix n n ℂ) (x : n → ℂ) : ℝ :=
  (star x ⬝ᵥ H *ᵥ x).re / (star x ⬝ᵥ x).re

/-- The residual `H x - R(x) x` of a nonzero trial vector `x`. -/
def residual (H : Matrix n n ℂ) (x : n → ℂ) : n → ℂ :=
  H *ᵥ x - (rayleigh H x : ℂ) • x
```

The homomorphism `U` need not be unitary. `Invariant` is stricter than common usage, in which a state that only acquires a phase is also called symmetric. Antiunitary operations such as time reversal do not fit this description.

```lean
/-- A vector is invariant if every symmetry operation leaves it unchanged. -/
def Invariant (U : G →* Matrix n n ℂ) (x : n → ℂ) : Prop :=
  ∀ g, U g *ᵥ x = x
```

## The slope of the Rayleigh quotient

The squared norm is a sum of \(|x_i|^2\), and one nonzero amplitude makes it positive.

```lean
omit [DecidableEq n] in
/-- A nonzero vector has nonzero squared norm. -/
theorem norm_sq_ne_zero {x : n → ℂ} (hx : x ≠ 0) : (star x ⬝ᵥ x).re ≠ 0 := by
  have hs : (star x ⬝ᵥ x).re = ∑ i, Complex.normSq (x i) := by
    simp [dotProduct, Complex.normSq_apply]
  obtain ⟨i, hi⟩ := Function.ne_iff.mp hx
  rw [hs]
  exact (Finset.sum_pos' (fun j _ => Complex.normSq_nonneg _)
    ⟨i, Finset.mem_univ i, Complex.normSq_pos.mpr hi⟩).ne'
```

The next lemma is the expansion of \(N(t)\). Its step `h` is the conjugation of the cross terms, the only place where Hermiticity enters.

```lean
omit [DecidableEq n] in
/-- For Hermitian `A` and `y = x + t v`, the real part of `⟨y, A y⟩`, not divided by `⟨y, y⟩`, is a
polynomial of degree at most two in the real parameter `t`. -/
theorem expectation_line {A : Matrix n n ℂ} (hA : A.IsHermitian) (x v : n → ℂ) (t : ℝ) :
    (star (x + (t : ℂ) • v) ⬝ᵥ A *ᵥ (x + (t : ℂ) • v)).re =
      (star x ⬝ᵥ A *ᵥ x).re + 2 * t * (star v ⬝ᵥ A *ᵥ x).re
        + t ^ 2 * (star v ⬝ᵥ A *ᵥ v).re := by
  -- the two cross terms are complex conjugates of each other
  have h : star x ⬝ᵥ A *ᵥ v = star (star v ⬝ᵥ A *ᵥ x) := by
    rw [Matrix.star_dotProduct, Matrix.star_mulVec, hA.eq, ← Matrix.dotProduct_mulVec]
  have hre : (star x ⬝ᵥ A *ᵥ v).re = (star v ⬝ᵥ A *ᵥ x).re := by
    rw [h, Complex.star_def, Complex.conj_re]
  simp only [star_add, star_smul, Matrix.mulVec_add, Matrix.mulVec_smul, add_dotProduct,
    dotProduct_add, smul_dotProduct, dotProduct_smul, smul_eq_mul, Complex.star_def,
    Complex.conj_ofReal, Complex.add_re, Complex.re_ofReal_mul]
  rw [hre]
  ring
```

For the slope, `hN` obtains \(D(t)\) from the same lemma with the identity matrix in place of `H`. The derivative of each quadratic is `hpoly`, the quotient rule is `fun_div`, and `key` is the simplification that uses \(N(0)=R(x)D(0)\).

```lean
/-- For Hermitian `H` and nonzero `x`, the slope of the Rayleigh quotient at `x` in the
direction `v` is `2 Re ⟨v, H x - R(x) x⟩ / ⟨x, x⟩`. -/
theorem hasDerivAt_rayleigh {H : Matrix n n ℂ} (hH : H.IsHermitian) {x : n → ℂ}
    (hx : x ≠ 0) (v : n → ℂ) :
    HasDerivAt (fun t : ℝ => rayleigh H (x + (t : ℂ) • v))
      (2 * (star v ⬝ᵥ residual H x).re / (star x ⬝ᵥ x).re) 0 := by
  have hp := norm_sq_ne_zero hx
  have hpoly : ∀ a b c : ℝ,
      HasDerivAt (fun t : ℝ => a + 2 * t * b + t ^ 2 * c) (2 * b) 0 := by
    intro a b c
    have h := ((hasDerivAt_const (0 : ℝ) a).fun_add
      (((hasDerivAt_id' (0 : ℝ)).const_mul 2).mul_const b)).fun_add
      ((hasDerivAt_pow 2 (0 : ℝ)).mul_const c)
    exact h.congr_deriv (by simp)
  have e : ∀ p q r : ℝ, p + 2 * 0 * q + 0 ^ 2 * r = p := by intros; ring
  have key : ∀ a b p q R : ℝ, p ≠ 0 → R * p = a →
      (2 * b * p - a * (2 * q)) / p ^ 2 = 2 * (b - R * q) / p := by
    intro a b p q R h0 ha
    subst ha
    rw [div_eq_div_iff (pow_ne_zero 2 h0) h0]
    ring
  have hN : ∀ t : ℝ, (star (x + (t : ℂ) • v) ⬝ᵥ (x + (t : ℂ) • v)).re =
      (star x ⬝ᵥ x).re + 2 * t * (star v ⬝ᵥ x).re + t ^ 2 * (star v ⬝ᵥ v).re := by
    intro t
    simpa only [Matrix.one_mulVec] using
      expectation_line (Matrix.isHermitian_one (n := n) (α := ℂ)) x v t
  have hf : (fun t : ℝ => rayleigh H (x + (t : ℂ) • v)) = fun t : ℝ =>
      ((star x ⬝ᵥ H *ᵥ x).re + 2 * t * (star v ⬝ᵥ H *ᵥ x).re
        + t ^ 2 * (star v ⬝ᵥ H *ᵥ v).re) /
      ((star x ⬝ᵥ x).re + 2 * t * (star v ⬝ᵥ x).re + t ^ 2 * (star v ⬝ᵥ v).re) := by
    funext t
    rw [rayleigh, expectation_line hH, hN]
  have hres : (star v ⬝ᵥ residual H x).re =
      (star v ⬝ᵥ H *ᵥ x).re - rayleigh H x * (star v ⬝ᵥ x).re := by
    simp only [residual, dotProduct_sub, dotProduct_smul, smul_eq_mul, Complex.sub_re,
      Complex.re_ofReal_mul]
  rw [hf, hres]
  -- quotient rule
  refine ((hpoly _ _ _).fun_div (hpoly _ _ _) (by rw [e]; exact hp)).congr_deriv ?_
  simp only [e]
  exact key _ _ _ _ _ hp (div_mul_cancel₀ _ hp)
```

## Orthogonality, stationarity and the eigenvalue equation

The first theorem assumes complex orthogonality of the residual to all invariant vectors. It does not require `H` to be Hermitian. Step `hinv` is the invariance of \(r\), and `hr` tests \(r\) against itself. `HasEigenvector` means that the eigenvalue equation holds and that `x` is nonzero.

```lean
/-- Let the symmetry operations commute with `H`. If the residual of a nonzero invariant
vector is orthogonal to all invariant vectors, the vector is an eigenvector of `H` on the
full space, with its Rayleigh quotient as eigenvalue. -/
theorem eigenvector_of_orthogonal_residual {U : G →* Matrix n n ℂ} {H : Matrix n n ℂ}
    (hC : ∀ g, U g * H = H * U g) {x : n → ℂ} (hx : Invariant U x) (hx0 : x ≠ 0)
    (h : ∀ v, Invariant U v → star v ⬝ᵥ residual H x = 0) :
    Module.End.HasEigenvector (Matrix.toLin' H) (rayleigh H x : ℂ) x := by
  -- the residual is invariant, hence itself an admissible test vector
  have hinv : Invariant U (residual H x) := by
    intro g
    rw [residual, Matrix.mulVec_sub, Matrix.mulVec_smul, Matrix.mulVec_mulVec, hC g,
      ← Matrix.mulVec_mulVec, hx g]
  have hr : residual H x = 0 := by
    by_contra h0
    exact norm_sq_ne_zero h0 (by rw [h _ hinv, Complex.zero_re])
  refine ⟨Module.End.mem_eigenspace_iff.mpr ?_, hx0⟩
  rw [Matrix.toLin'_apply]
  exact sub_eq_zero.mp hr
```

In the equivalence, the first `0` after the function in `HasDerivAt` is the slope and the second is the point \(t=0\). The forward direction compares this slope with the computed one, by uniqueness of derivatives, and then uses `Complex.I • v` for the imaginary part. The reverse direction inserts \(r=0\) into the slope formula.

```lean
/-- Symmetric criticality: let the symmetry operations commute with a Hermitian `H`. At a
nonzero invariant vector the Rayleigh quotient is stationary along all invariant directions
if and only if the vector is an eigenvector of `H` on the full space, with its Rayleigh
quotient as eigenvalue. -/
theorem symmetric_criticality {U : G →* Matrix n n ℂ} {H : Matrix n n ℂ}
    (hH : H.IsHermitian) (hC : ∀ g, U g * H = H * U g) {x : n → ℂ}
    (hx : Invariant U x) (hx0 : x ≠ 0) :
    (∀ v, Invariant U v →
      HasDerivAt (fun t : ℝ => rayleigh H (x + (t : ℂ) • v)) 0 0) ↔
    Module.End.HasEigenvector (Matrix.toLin' H) (rayleigh H x : ℂ) x := by
  constructor
  · intro h
    have hre : ∀ v, Invariant U v → (star v ⬝ᵥ residual H x).re = 0 := by
      intro v hv
      have h1 := (hasDerivAt_rayleigh hH hx0 v).unique (h v hv)
      rcases div_eq_zero_iff.mp h1 with h2 | h2
      · linarith
      · exact absurd h2 (norm_sq_ne_zero hx0)
    refine eigenvector_of_orthogonal_residual hC hx hx0 fun v hv => ?_
    -- the direction `i v` controls the imaginary part of the overlap
    have hI := hre (Complex.I • v) fun g => by rw [Matrix.mulVec_smul, hv g]
    rw [star_smul, smul_dotProduct] at hI
    exact Complex.ext (hre v hv) (by simpa using hI)
  · intro h v _
    have hr : residual H x = 0 := by
      have h1 := h.apply_eq_smul
      rw [Matrix.toLin'_apply] at h1
      exact sub_eq_zero.mpr h1
    exact (hasDerivAt_rayleigh hH hx0 v).congr_deriv (by simp [hr])
```

The name symmetric criticality is also used for general invariant functions; this theorem treats the Rayleigh quotient of one matrix. "Full space" means all vectors `n → ℂ`. The step from there to an eigenstate of a Hamiltonian in continuous space, which involves the error of the finite basis, is not covered by the theorem.

## Two sites exchanged by symmetry

The group `ℤˣ` is \(\{1,-1\}\), and \(-1\) exchanges the two sites. The invariant vectors are those with equal amplitudes.

```lean
/-- The two-element group acting on two sites by exchanging them. -/
def swapRep : ℤˣ →* Matrix (Fin 2) (Fin 2) ℂ where
  toFun u := if u = 1 then 1 else !![0, 1; 1, 0]
  map_one' := if_pos rfl
  map_mul' a b := by
    have h : (-1 : ℤˣ) ≠ 1 := by decide
    rcases Int.units_eq_one_or a with rfl | rfl <;>
      rcases Int.units_eq_one_or b with rfl | rfl <;> simp [h, Matrix.one_fin_two]

/-- The nontrivial group element is represented by the exchange matrix. -/
theorem swapRep_neg_one : swapRep (-1) = !![0, 1; 1, 0] := by
  have h : (-1 : ℤˣ) ≠ 1 := by decide
  simp [swapRep, h]

/-- A two-site vector is invariant under site exchange exactly when its two amplitudes
agree. -/
theorem swap_invariant_iff (v : Fin 2 → ℂ) : Invariant swapRep v ↔ v 0 = v 1 := by
  constructor
  · intro h
    have h1 := congrFun (h (-1)) 1
    rw [swapRep_neg_one] at h1
    simpa [Matrix.mulVec, dotProduct, Fin.sum_univ_two] using h1
  · intro h g
    rcases Int.units_eq_one_or g with rfl | rfl
    · rw [map_one, Matrix.one_mulVec]
    · rw [swapRep_neg_one]
      ext i
      fin_cases i <;> simp [Matrix.mulVec, dotProduct, Fin.sum_univ_two, h]
```

With site energy \(a\) and coupling \(b\), the vector \((1,1)\), normalised \((1,1)/\sqrt2\), has zero residual. Its energy is \(a+b\), which is the upper level when \(b>0\).

```lean
/-- The two-site Hamiltonian with site energy `a` and coupling `b` is Hermitian and commutes
with site exchange, and the invariant vector `(1, 1)` has zero residual. -/
theorem symmetric_criticality_witness (a b : ℝ) :
    (!![(a : ℂ), b; b, a]).IsHermitian ∧
    (∀ g, swapRep g * !![(a : ℂ), b; b, a] = !![(a : ℂ), b; b, a] * swapRep g) ∧
    Invariant swapRep ![1, 1] ∧ residual !![(a : ℂ), b; b, a] ![1, 1] = 0 := by
  refine ⟨Matrix.IsHermitian.ext fun i j => by fin_cases i <;> fin_cases j <;> simp,
    fun g => ?_, (swap_invariant_iff _).mpr (by simp), ?_⟩
  · rcases Int.units_eq_one_or g with rfl | rfl
    · simp
    · rw [swapRep_neg_one]
      ext i j
      fin_cases i <;> fin_cases j <;> simp [Matrix.mul_apply, Fin.sum_univ_two]
  · have hR : rayleigh !![(a : ℂ), b; b, a] ![1, 1] = a + b := by
      simp [rayleigh, Matrix.mulVec, dotProduct, Fin.sum_univ_two]
      ring
    rw [residual, hR]
    ext i
    fin_cases i <;> simp [add_comm]
```

For site energies \(1\) and \(-1\) and zero coupling, the vector \((1,1)\) has \(R=0\) and residual \((1,-1)\). This is orthogonal to every \((c,c)\), yet \((1,1)\) is not an eigenvector. Exchange turns this \(H\) into \(-H\), so commutation up to a sign is not enough. What fails is the invariance of \(Hx\), the only consequence of commutation that the derivation uses.

```lean
/-- Commutation cannot be dropped: for site energies `1` and `-1` the residual of `(1, 1)` is
orthogonal to all exchange-invariant vectors, yet `(1, 1)` is not an eigenvector. -/
theorem commutation_needed :
    (∀ v, Invariant swapRep v → star v ⬝ᵥ residual !![1, 0; 0, -1] ![1, 1] = 0) ∧
    ∀ μ : ℂ, !![(1 : ℂ), 0; 0, -1] *ᵥ (![1, 1] : Fin 2 → ℂ) ≠
      μ • (![1, 1] : Fin 2 → ℂ) := by
  constructor
  · intro v hv
    have h := (swap_invariant_iff v).mp hv
    have hR : rayleigh !![1, 0; 0, -1] ![1, 1] = 0 := by
      simp [rayleigh, Matrix.mulVec, dotProduct, Fin.sum_univ_two]
    rw [residual, hR]
    simp [dotProduct, Fin.sum_univ_two, h]
  · intro μ h
    have h0 : (1 : ℂ) = μ := by
      simpa [Matrix.mulVec, dotProduct, Fin.sum_univ_two] using congrFun h 0
    have h1 : (-1 : ℂ) = μ := by
      simpa [Matrix.mulVec, dotProduct, Fin.sum_univ_two] using congrFun h 1
    rw [← h0] at h1
    norm_num at h1

end

end SymmetricCriticality
```

```lean
#print axioms SymmetricCriticality.symmetric_criticality
#print axioms SymmetricCriticality.commutation_needed
```

```
'SymmetricCriticality.symmetric_criticality' depends on axioms: [propext, Classical.choice, Quot.sound]
'SymmetricCriticality.commutation_needed' depends on axioms: [propext, Classical.choice, Quot.sound]
```

## Other symmetry types and a single invariant direction

The same argument, given here informally, applies to vectors that acquire a factor, \(U(g)x=\chi(g)x\), with \(\chi\) a fixed one-dimensional representation. The residual acquires the same factor, so it suffices to test it against vectors of that type. For two sites, this covers the odd vector \((1,-1)\), with energy \(a-b\).

The smallest case is an invariant space spanned by \(x\) alone. For Hermitian \(H\), \(\langle x,r\rangle=\langle x,Hx\rangle-R(x)\langle x,x\rangle=0\) holds automatically, so if \(H\) commutes with the symmetry, \(x\) is an eigenvector without any optimisation. The symmetric two-site model is of this kind.
